# For symmetric A and positive definite M + Mᵀ − A, a nonzero displacement x that dies out under repeated sweeps T with MT = M − A has x·Ax > 0

Let A, M and T be real matrices over a finite index set, with A symmetric, M + Mᵀ − A positive definite and MT = M − A. The lemma says that if x is nonzero and Tᵏx tends to zero as k grows, then x·Ax > 0; when A is the force-constant matrix of a harmonic system, this is twice the potential energy of the displacement x. The vector x need not be normalised, and dividing by x·x > 0 gives the Rayleigh quotient, which is therefore positive too. The proof shows that the form never increases from one sweep to the next and tends to zero, so it is still nonnegative after the first sweep. That first sweep lowers it strictly, because an x left fixed by T could not die out.

An attempt in Lean 4 with a fault in it:

```lean
import Mathlib

open Matrix Filter Topology

namespace FormPosOfTendsto

noncomputable section

variable {n : Type*} [Fintype n]

/-- A symmetric matrix couples two displacements reciprocally: `x·Az = z·Ax`. -/
theorem form_symm {A : Matrix n n ℝ} (hA : A.IsSymm) (x z : n → ℝ) :
    x ⬝ᵥ A *ᵥ z = z ⬝ᵥ A *ᵥ x := by
  rw [Matrix.dotProduct_mulVec, ← Matrix.mulVec_transpose, hA.eq]
  exact dotProduct_comm _ _

/-- For symmetric `A`, a sweep `T` with `M T = M - A` takes `x·Ax` to its old value minus the form
of `M + Mᵀ - A` evaluated on the correction `x - Tx`. -/
theorem energy_drop {A M T : Matrix n n ℝ} (hA : A.IsSymm) (hT : M * T = M - A)
    (x : n → ℝ) :
    (T *ᵥ x) ⬝ᵥ A *ᵥ (T *ᵥ x) =
      x ⬝ᵥ A *ᵥ x - (x - T *ᵥ x) ⬝ᵥ (M + Mᵀ - A) *ᵥ (x - T *ᵥ x) := by
  -- the correction solves `M y = A x`
  have h1 : M *ᵥ (x - T *ᵥ x) = A *ᵥ x := by
    rw [Matrix.mulVec_sub, Matrix.mulVec_mulVec, hT, Matrix.sub_mulVec, sub_sub_cancel]
  have h2 : (x - T *ᵥ x) ⬝ᵥ Mᵀ *ᵥ (x - T *ᵥ x) = (x - T *ᵥ x) ⬝ᵥ A *ᵥ x := by
    rw [Matrix.dotProduct_mulVec, Matrix.vecMul_transpose, h1]
    exact dotProduct_comm _ _
  have hs := form_symm hA x (T *ᵥ x)
  rw [Matrix.sub_mulVec, Matrix.add_mulVec, dotProduct_sub, dotProduct_add, h1, h2]
  simp only [Matrix.mulVec_sub, sub_dotProduct, dotProduct_sub]
  linear_combination hs

variable [DecidableEq n]

/-- Let `A` be symmetric, `M + Mᵀ - A` positive definite and `M T = M - A`. If the sweeps
started from one nonzero displacement `x` die out, then `x·Ax` is positive. -/
theorem form_pos_of_tendsto {A M T : Matrix n n ℝ} (hA : A.IsSymm)
    (hP : (M + Mᵀ - A).PosDef) (hT : M * T = M - A) {x : n → ℝ} (hx : x ≠ 0)
    (hlim : Tendsto (fun k : ℕ => T ^ k *ᵥ x) atTop (𝓝 0)) :
    0 < x ⬝ᵥ A *ᵥ x := by
  have hpos : ∀ y : n → ℝ, y ≠ 0 → 0 < y ⬝ᵥ (M + Mᵀ - A) *ᵥ y := fun y hy => by
    simpa using (Matrix.posDef_iff_dotProduct_mulVec.1 hP).2 hy
  have hstep : ∀ k : ℕ, T ^ (k + 1) *ᵥ x = T *ᵥ (T ^ k *ᵥ x) := fun k => by
    rw [pow_succ', Matrix.mulVec_mulVec]
  -- the form decreases along the sweeps and tends to zero
  have hanti : Antitone (fun k : ℕ => (T ^ k *ᵥ x) ⬝ᵥ A *ᵥ (T ^ k *ᵥ x)) := by
    refine antitone_nat_of_succ_le fun k => ?_
    rw [hstep, energy_drop hA hT]
    by_cases hy : T ^ k *ᵥ x - T *ᵥ (T ^ k *ᵥ x) = 0
    · simp [hy]
    · linarith [hpos _ hy]
  have hcont : Continuous (fun v : n → ℝ => v ⬝ᵥ A *ᵥ v) := by
    simp only [dotProduct, Matrix.mulVec]
    fun_prop
  have hzero : Tendsto (fun k : ℕ => (T ^ k *ᵥ x) ⬝ᵥ A *ᵥ (T ^ k *ᵥ x)) atTop (𝓝 0) := by
    have h := (hcont.tendsto 0).comp hlim
    rw [zero_dotProduct] at h
    exact h
  have h1 : 0 ≤ (T *ᵥ x) ⬝ᵥ A *ᵥ (T *ᵥ x) := by
    have h := hanti.le_of_tendsto hzero 1
    simpa only [pow_one] using h
  -- the first drop is strict, since a fixed `x` could not die out
  have hne : x - T *ᵥ x ≠ 0 := by
    intro h0
    have hfix : ∀ k : ℕ, T ^ k *ᵥ x = x := by
      intro k
      induction k with
      | zero => simp
      | succ k ih => rw [hstep, ih, ← sub_eq_zero.1 h0]
    simp only [hfix] at hlim
    exact hx (tendsto_nhds_unique tendsto_const_nhds hlim)
  linarith [energy_drop hA hT x, hpos _ hne]

end

end FormPosOfTendsto
```

The compiler's answer:

```
Main.lean:51:4: error: unsolved goals
case pos
n : Type u_1
inst✝¹ : Fintype n
inst✝ : DecidableEq n
A M T : Matrix n n ℝ
hA : A.IsSymm
hP : (M + Mᵀ - A).PosDef
hT : M * T = M - A
x : n → ℝ
hx : x ≠ 0
hlim : Tendsto (fun k => T ^ k *ᵥ x) atTop (𝓝 0)
hpos : ∀ (y : n → ℝ), y ≠ 0 → 0 < y ⬝ᵥ (M + Mᵀ - A) *ᵥ y
hstep : ∀ (k : ℕ), T ^ (k + 1) *ᵥ x = T *ᵥ T ^ k *ᵥ x
k : ℕ
hy : T ^ k *ᵥ x - T *ᵥ T ^ k *ᵥ x = 0
⊢ (T * T ^ k) *ᵥ x ⬝ᵥ (M + Mᵀ - A) *ᵥ (T ^ k *ᵥ x - (T * T ^ k) *ᵥ x) ≤
    T ^ k *ᵥ x ⬝ᵥ (M + Mᵀ - A) *ᵥ (T ^ k *ᵥ x - (T * T ^ k) *ᵥ x)
Main.lean:51:12: warning: This simp argument is unused:
  hy

Hint: Omit it from the simp argument list.
  [apply] simp

Note: This linter can be disabled with `set_option linter.unusedSimpArgs false`
```

Diagnosis. The error is in the case where a sweep changes nothing, so that `hy` says the correction `T ^ k *ᵥ x - T *ᵥ (T ^ k *ᵥ x)` is zero. The call `simp [hy]` should have replaced that difference by zero in the goal. But `simp` works on inner terms first, and its own lemma `Matrix.mulVec_mulVec` turned `T *ᵥ (T ^ k *ᵥ x)` into `(T * T ^ k) *ᵥ x`. The left side of `hy` then no longer matched anything, which is why the warning calls `hy` unused, and `simp` stopped at an inequality it could not close.

The repair uses `rw [hy, ...]`, which replaces the difference while it still has the form given in `hy`. Then `zero_dotProduct` makes the subtracted term zero and `sub_zero` removes it. The two sides are now equal, and `le_of_eq` turns the equality into the required inequality.

The changed comment is mere tidying: "never increases" also covers this case, where the form stays the same.

As a diff, the version that Lean accepts:

```diff
@@ -44,10 +44,10 @@
   have hstep : ∀ k : ℕ, T ^ (k + 1) *ᵥ x = T *ᵥ (T ^ k *ᵥ x) := fun k => by
     rw [pow_succ', Matrix.mulVec_mulVec]
-  -- the form decreases along the sweeps and tends to zero
+  -- the form never increases along the sweeps and tends to zero
   have hanti : Antitone (fun k : ℕ => (T ^ k *ᵥ x) ⬝ᵥ A *ᵥ (T ^ k *ᵥ x)) := by
     refine antitone_nat_of_succ_le fun k => ?_
     rw [hstep, energy_drop hA hT]
     by_cases hy : T ^ k *ᵥ x - T *ᵥ (T ^ k *ᵥ x) = 0
-    · simp [hy]
+    · exact le_of_eq (by rw [hy, zero_dotProduct, sub_zero])
     · linarith [hpos _ hy]
   have hcont : Continuous (fun v : n → ℝ => v ⬝ᵥ A *ᵥ v) := by
```
